# N Electrons in n Spin Orbitals Have C(N,k)·C(n−N,k) k-Fold Excited Determinants

A determinant-based configuration interaction (CI) program that allocates its coefficient vector at its exact length in advance needs the number of determinants in the expansion. If the vector is stored in blocks of singles, doubles and so on, the program also needs the length of each block. When the expansion keeps every determinant up to a chosen excitation rank, both numbers follow from the number of electrons, the number of spin orbitals and the rank, without generating a single determinant.

## Block lengths and the full CI dimension

Take n spin orbitals and a reference determinant with N of them occupied. Write R for the set of orbitals occupied in the reference and S for the set occupied in any N-electron determinant, the reference included. The orbitals in R but not in S are the holes, and those in S but not in R are the particles. The excitation rank k of S is its number of particles. With C(a,b) for the binomial coefficient, the number of determinants of rank k is

D(k) = C(N,k) · C(n−N,k),

and the ranks together exhaust the N-electron determinants:

D(0) + D(1) + … + D(N) = C(n,N).

Stopping the sum at rank m gives the size of the truncated expansion. For singles and doubles (CISD) it is

1 + N(n−N) + C(N,2) · C(n−N,2).

The reference may be any determinant; it need not be the Hartree–Fock one. These counts fix the length of CI expansions over a finite set of spin orbitals when the expansion is full or truncated by excitation rank alone, with no determinants discarded by spin or spatial symmetry or by any other selection.

## Offsets, addresses and matrix rows

Suppose a program stores the coefficients in order of excitation rank. The block for rank k then starts at the zero-based offset

o(k) = D(0) + D(1) + … + D(k−1),

with o(0) = 0. Within the block, a determinant is labelled by which k orbitals of R are empty and which k orbitals outside R are filled. If the hole sets are numbered a = 0, 1, … and the particle sets b = 0, 1, …, an address is

o(k) + a · C(n−N,k) + b.

With occupations held as bit masks r and s, the particles are `s & ~r`, the holes are `r & ~s`, and the rank is the number of set bits in the first of these.

Water in a minimal basis has 10 electrons and 7 spatial orbitals, so N = 10, n = 14 and n−N = 4. The blocks are:

| Rank k | C(10,k) · C(4,k) | Determinants | Offset |
|---|---|---|---|
| 0 | 1 · 1 | 1 | 0 |
| 1 | 10 · 4 | 40 | 1 |
| 2 | 45 · 6 | 270 | 41 |
| 3 | 120 · 4 | 480 | 311 |
| 4 | 210 · 1 | 210 | 791 |

The total is 1001 = C(14,10). The CISD vector has 311 entries. There is no block of rank 5, although there are ten electrons to excite, because only four spin orbitals are empty.

The same count describes the sparsity of the full CI matrix. For orthonormal orbitals and a Hamiltonian with at most two-electron terms, the Slater–Condon rules make a matrix element vanish when the two determinants differ by more than a double excitation. Taking the row's own determinant as R, the CISD formula bounds the number of nonzero elements in that row: at most 311 out of 1001 here.

## Choosing holes and particles

**Equal numbers of holes and particles.** Split R into the orbitals that S shares and those it lacks, and split S in the same way:

|R| = |R ∩ S| + |R \ S|,

|S| = |R ∩ S| + |S \ R|.

The shared part is the same in both lines. Hence |S| = |R| exactly when |R \ S| = |S \ R|. A determinant with the electron number of the reference and k particles therefore has k holes.

**From a determinant to its holes and particles, and back.** Given a set H of holes and a set P of particles, the excited determinant is

E(H,P) = (R \ H) ∪ P.

Here H is a set of holes, not the Hamiltonian. If we start from S and put H = R \ S and P = S \ R, then R \ H is the shared part R ∩ S, and

E(R \ S, S \ R) = (R ∩ S) ∪ (S \ R) = S.

Now start instead from H inside R and P outside R. An orbital of R is missing from E(H,P) exactly when it belongs to H, since P contains no orbital of R and cannot refill it. An orbital outside R is present exactly when it belongs to P. Thus

R \ E(H,P) = H,

E(H,P) \ R = P.

The two operations undo each other.

**The count at rank k.** The determinants of rank k correspond one to one to pairs (H,P), where H is a k-element subset of the N occupied orbitals and P is a k-element subset of the n−N empty ones. There are C(N,k) choices for H and, independently, C(n−N,k) choices for P. The product is D(k).

**The sum over ranks.** Each determinant has exactly one rank, so the number of determinants with rank at most m is D(0) + … + D(m). The particles of S are among its N occupied orbitals, so no rank exceeds N. At m = N the sum therefore counts every N-element subset of the n orbitals, which gives C(n,N). At m = 2, the values C(N,0) = 1 and C(N,1) = N, with the corresponding values for n−N, give the CISD formula.

**Where the ranks end.** D(k) is nonzero exactly when both factors are, which means k ≤ N and k ≤ n−N. The highest rank that occurs is the smaller of the number of electrons and the number of empty orbitals.

In the limiting case N = n every orbital is filled and the reference is the only determinant: D(0) = 1, and all higher counts vanish. The same happens for N = 0, including n = 0, where the single determinant is the vacuum. The smallest case with an excitation is one electron in two spin orbitals, where D(0) + D(1) = 1 + 1 = 2.

## The count in Lean

Spin orbitals are the elements of `Fin n`, numbered from 0 to n−1, and a determinant is represented by its set of occupied orbitals, of type `Finset (Fin n)`. The definitions translate as follows:

- `determinants n N` is the collection of all N-element sets of orbitals.
- `excite R H P` is E(H,P).
- `excited R k` collects the sets with as many elements as `R` and exactly k elements outside `R`. At k = 0 it contains only the reference, which is thus called a 0-fold excited determinant.
- `truncatedCI R m` collects those with at most m elements outside `R`. The name refers to a set of determinants, not to a wavefunction or an energy.

The hypothesis `hR : R.card = N` says that the reference holds N electrons. Because `R` is a set of orbitals from `Fin n`, this already implies N ≤ n, so the natural-number subtraction `n - N` is the true number of empty orbitals. Nothing else is assumed about the reference.

In words, `card_excited` states the product formula for every natural number k, and `card_truncatedCI` states the partial sum for every truncation level m, including levels above N, where the extra terms are zero. `fullCI_dimension` sums the sizes of the sets `excited R k` and obtains `n.choose N`. The index set `range (N + 1)` runs over 0, …, N. `card_CISD` is the closed formula at level 2, and `excited_nonempty_iff` gives the condition for rank k to occur, with k ≤ n−N written as `k + N ≤ n`.

```lean
import Mathlib

open Finset

namespace DeterminantCounting

variable {n N : ℕ}

/-- The `N`-electron determinants over `n` spin orbitals, each given by its set of
occupied orbitals. -/
def determinants (n N : ℕ) : Finset (Finset (Fin n)) :=
  powersetCard N univ

/-- The determinant obtained from `R` by emptying the orbitals `H` and filling the
orbitals `P`. -/
def excite (R H P : Finset (Fin n)) : Finset (Fin n) :=
  (R \ H) ∪ P

/-- The `k`-fold excited determinants: those with as many electrons as the reference `R`
and exactly `k` occupied orbitals outside `R`. -/
def excited (R : Finset (Fin n)) (k : ℕ) : Finset (Finset (Fin n)) :=
  (determinants n R.card).filter (fun S => (S \ R).card = k)

/-- The determinants of the CI expansion truncated at level `m`: those with as many
electrons as `R` and at most `m` occupied orbitals outside `R`. -/
def truncatedCI (R : Finset (Fin n)) (m : ℕ) : Finset (Finset (Fin n)) :=
  (determinants n R.card).filter (fun S => (S \ R).card ≤ m)

/-- Two determinants have the same number of electrons exactly when the holes in `R` are as
many as the particles outside `R`. -/
theorem same_electrons_iff (R S : Finset (Fin n)) :
    S.card = R.card ↔ (R \ S).card = (S \ R).card := by
  have h1 := card_sdiff_add_card_inter R S
  have h2 := card_sdiff_add_card_inter S R
  rw [inter_comm S R] at h2
  omega

/-- Every determinant `S` is the excitation of `R` that empties the orbitals `R \ S` and fills
the orbitals `S \ R`. -/
theorem excite_holes_particles (R S : Finset (Fin n)) :
    excite R (R \ S) (S \ R) = S := by
  ext x
  simp only [excite, mem_union, mem_sdiff]
  tauto

/-- If the holes `H` lie in `R` and the particles `P` lie outside `R`, both can be read off
from the excited determinant. -/
theorem holes_particles_excite {R H P : Finset (Fin n)} (hH : H ⊆ R) (hP : P ⊆ Rᶜ) :
    R \ excite R H P = H ∧ excite R H P \ R = P := by
  constructor
  all_goals
    ext x
    have h1 : x ∈ H → x ∈ R := fun h => hH h
    have h2 : x ∈ P → x ∉ R := fun h => mem_compl.mp (hP h)
    simp only [excite, mem_union, mem_sdiff]
    tauto

/-- For a reference with `N` electrons in `n` spin orbitals, the number of `k`-fold excited
determinants is `C(N,k) C(n-N,k)`. -/
theorem card_excited {R : Finset (Fin n)} (hR : R.card = N) (k : ℕ) :
    (excited R k).card = N.choose k * (n - N).choose k := by
  have mem_exc : ∀ S, S ∈ excited R k ↔ S.card = R.card ∧ (S \ R).card = k := by
    intro S
    simp [excited, determinants, mem_powersetCard]
  -- A determinant corresponds to its pair (holes, particles).
  have h : (excited R k).card = (powersetCard k R ×ˢ powersetCard k Rᶜ).card := by
    refine card_bij' (fun S _ => (R \ S, S \ R)) (fun p _ => excite R p.1 p.2) ?_ ?_ ?_ ?_
    · intro S hS
      rw [mem_exc] at hS
      refine mem_product.mpr ⟨mem_powersetCard.mpr ⟨sdiff_subset, ?_⟩,
        mem_powersetCard.mpr ⟨?_, hS.2⟩⟩
      · exact ((same_electrons_iff R S).mp hS.1).trans hS.2
      · intro x hx
        exact mem_compl.mpr (mem_sdiff.mp hx).2
    · rintro ⟨H, P⟩ h
      simp only [mem_product, mem_powersetCard] at h
      obtain ⟨⟨hH, cH⟩, hP, cP⟩ := h
      obtain ⟨e1, e2⟩ := holes_particles_excite hH hP
      refine (mem_exc _).mpr ⟨(same_electrons_iff R _).mpr ?_, ?_⟩
      · show (R \ excite R H P).card = (excite R H P \ R).card
        rw [e1, e2, cH, cP]
      · show (excite R H P \ R).card = k
        rw [e2, cP]
    · intro S _
      exact excite_holes_particles R S
    · rintro ⟨H, P⟩ h
      simp only [mem_product, mem_powersetCard] at h
      obtain ⟨e1, e2⟩ := holes_particles_excite h.1.1 h.2.1
      exact Prod.ext e1 e2
  -- Holes are chosen among N orbitals, particles among n - N.
  rw [h, card_product, card_powersetCard, card_powersetCard, card_compl,
    Fintype.card_fin, hR]

/-- For a reference with `N` electrons in `n` spin orbitals, the number of determinants in CI
truncated at level `m` is the sum of `C(N,k) C(n-N,k)` over `k` from `0` to `m`. -/
theorem card_truncatedCI {R : Finset (Fin n)} (hR : R.card = N) (m : ℕ) :
    (truncatedCI R m).card = ∑ k ∈ range (m + 1), N.choose k * (n - N).choose k := by
  -- Sort the determinants by their excitation rank.
  have hmaps : ∀ S ∈ truncatedCI R m, (S \ R).card ∈ range (m + 1) := by
    intro S hS
    have h := (mem_filter.mp hS).2
    exact mem_range.mpr (Nat.lt_succ_of_le h)
  rw [card_eq_sum_card_fiberwise (f := fun S => (S \ R).card) hmaps]
  refine sum_congr rfl fun k hk => ?_
  have hk' := mem_range.mp hk
  rw [← card_excited hR k]
  congr 1
  ext S
  simp only [truncatedCI, excited, mem_filter]
  constructor
  · rintro ⟨⟨h, _⟩, h'⟩
    exact ⟨h, h'⟩
  · rintro ⟨h, h'⟩
    exact ⟨⟨h, by omega⟩, h'⟩

/-- For a reference with `N` electrons in `n` spin orbitals, the numbers of `k`-fold excited
determinants, summed over `k` from `0` to `N`, give the full CI dimension `C(n,N)`. -/
theorem fullCI_dimension {R : Finset (Fin n)} (hR : R.card = N) :
    ∑ k ∈ range (N + 1), (excited R k).card = n.choose N := by
  -- No determinant has more than N particles, so level N is no truncation.
  have hall : truncatedCI R N = determinants n N := by
    unfold truncatedCI
    rw [hR]
    refine filter_true_of_mem fun S hS => ?_
    have hc : S.card = N := (mem_powersetCard.mp hS).2
    exact (card_le_card sdiff_subset).trans hc.le
  rw [sum_congr rfl fun k _ => card_excited hR k, ← card_truncatedCI hR N, hall,
    determinants, card_powersetCard, card_univ, Fintype.card_fin]

/-- CI with single and double excitations from an `N`-electron reference in `n` spin orbitals
has `1 + N(n-N) + C(N,2) C(n-N,2)` determinants. -/
theorem card_CISD {R : Finset (Fin n)} (hR : R.card = N) :
    (truncatedCI R 2).card = 1 + N * (n - N) + N.choose 2 * (n - N).choose 2 := by
  rw [card_truncatedCI hR]
  simp [sum_range_succ]

/-- A `k`-fold excited determinant exists exactly when there are at least `k` electrons to
remove and at least `k` empty orbitals to fill. -/
theorem excited_nonempty_iff {R : Finset (Fin n)} (hR : R.card = N) (k : ℕ) :
    (excited R k).Nonempty ↔ k ≤ N ∧ k + N ≤ n := by
  have hN : N ≤ n := by
    have h := card_le_univ R
    rwa [hR, Fintype.card_fin] at h
  rw [← card_pos, card_excited hR]
  simp only [Nat.pos_iff_ne_zero, ne_eq, mul_eq_zero, not_or, Nat.choose_eq_zero_iff, not_lt]
  omega

end DeterminantCounting
```

```lean
#print axioms DeterminantCounting.card_excited
#print axioms DeterminantCounting.fullCI_dimension
#print axioms DeterminantCounting.card_CISD
#print axioms DeterminantCounting.excited_nonempty_iff
```

```
'DeterminantCounting.card_excited' depends on axioms: [propext, Classical.choice, Quot.sound]
'DeterminantCounting.fullCI_dimension' depends on axioms: [propext, Classical.choice, Quot.sound]
'DeterminantCounting.card_CISD' depends on axioms: [propext, Classical.choice, Quot.sound]
'DeterminantCounting.excited_nonempty_iff' depends on axioms: [propext, Classical.choice, Quot.sound]
```

The first three lemmas are the set identities of the derivation. `same_electrons_iff` writes down the two splittings of R and S, identifies their common intersection, and leaves the linear arithmetic to `omega`. `excite_holes_particles` recovers S from its holes and particles by asking, orbital by orbital, whether each side contains it; `tauto` settles the resulting logical statement. This identity holds even when S and R have different electron numbers. `holes_particles_excite` is the reverse direction, and there the conditions `H ⊆ R` and `P ⊆ Rᶜ` enter as facts about each orbital.

`card_excited` assembles these into the one-to-one correspondence. The lemma `card_bij'` takes the two maps, from S to (R \ S, S \ R) and from (H,P) to `excite R H P`, and asks for four things: each map must land in the right set, and each must undo the other. The electron-number lemma is used in both landing conditions, once to show that S has k holes and once to show that the excited determinant has the electron number of R. The closing rewrite counts the pairs as a product of two binomials and replaces the size of the complement of R by n−N.

In `card_truncatedCI`, the step that sorts determinants by rank is `card_eq_sum_card_fiberwise`. It writes the size of the set as a sum over the values of the rank, and each group is then shown to be the matching `excited R k`. For `fullCI_dimension`, the intermediate statement `hall` says that truncation at level N removes nothing, since S \ R is contained in S. The number of N-element subsets then supplies the binomial. `card_CISD` expands the sum at m = 2, and `excited_nonempty_iff` turns the existence of a determinant into a positive count and reads off when each binomial is nonzero.

## From occupation sets to a CI space

The theorems count sets of occupied orbitals. To read the total as the dimension of a vector space of N-electron states, one needs the Slater determinants belonging to different sets to be linearly independent. That holds when the spin orbitals themselves are linearly independent, as they are for an orthonormal set of molecular orbitals; this is the step from the Lean model to an actual basis. The sign of a determinant, which depends on the order of its orbitals, plays no part in the count.

Within that reading, the guarantee is general: it applies to every finite number of spin orbitals, every electron number that fits into them, every reference determinant and every truncation level. It concerns the number of determinants and says nothing about the quality of a truncated energy or the size of the coefficients.

The count includes all spin projections. A program that fixes the numbers of α and β electrons separately generally works in a smaller space. For water in the minimal basis, five electrons of each spin in seven spatial orbitals give C(7,5)² = 441 determinants instead of 1001. Point-group symmetry, frozen orbitals or spin-adapted configurations can change the count again. Freezing a core is the simplest of these changes: with the frozen orbitals left out of the orbital set and their electrons out of N, the formulas apply to what remains.

The Lean results are also statements about natural numbers of unlimited size. A program that stores the same binomials in fixed-width integers obtains these values only as long as its products and sums stay within range.
